# Kleinman symmetry in the lossless sum over states: exact at zero frequency, broken in a two-state model of second-harmonic generation

A molecule is modelled by a ground state 0 and finitely many excited states n with real excitation energies E_n. Energies and frequencies share one unit (ħ = 1). The dipole operator along axis a has matrix elements μ^a_rs between states r and s. In the code these form the matrix `D a`, the ground state is `none`, and the excited state n is `some n`. Axes x, y, z are numbered 0, 1, 2.

```lean
import Mathlib

open Finset

namespace SumOverStatesBeta

noncomputable section

variable {ι : Type*} [Fintype ι] [DecidableEq ι]
```

Between excited states the ground-state moment is subtracted on the diagonal:

μ̄^b_nm = μ^b_nm − δ_nm μ^b_00

```lean
/-- Fluctuation dipole between excited states `n` and `m` along axis `a`: the dipole matrix
element, less the ground-state dipole moment when `n = m`. The ground state is `none`. -/
def mubar (D : Fin 3 → Matrix (Option ι) (Option ι) ℂ) (a : Fin 3) (n m : ι) : ℂ :=
  D a (some n) (some m) - if n = m then D a none none else 0
```

One ordering of the three dipole interactions, with frequency p at the first axis and q at the last, contributes

P(a,b,c; p,q) = Σ_n Σ_m μ^a_0n μ̄^b_nm μ^c_m0 / ((E_n + p)(E_m − q))

```lean
/-- One ordering of the three dipole interactions, with axes `a, b, c` and with frequencies
`p` at `a` and `q` at `c`. Its domain is `E n + p ≠ 0` and `E n - q ≠ 0` for all `n`. -/
def pathway (D : Fin 3 → Matrix (Option ι) (Option ι) ℂ) (E : ι → ℝ)
    (a b c : Fin 3) (p q : ℝ) : ℂ :=
  ∑ n, ∑ m, D a none (some n) * mubar D b n m * D c (some m) none /
    (((E n + p) * (E m - q) : ℝ) : ℂ)
```

The full sum S(a; ω) takes three axes a_0, a_1, a_2 with frequencies ω_0, ω_1, ω_2 and adds P over all six orderings σ of the pairs (axis, frequency).

```lean
/-- The lossless sum over states: the sum of all six orderings of the pairs (axis, frequency).
Its domain is that no excitation energy equals plus or minus one of the frequencies. -/
def sos (D : Fin 3 → Matrix (Option ι) (Option ι) ℂ) (E : ι → ℝ)
    (a : Fin 3 → Fin 3) (ω : Fin 3 → ℝ) : ℂ :=
  ∑ σ : Equiv.Perm (Fin 3),
    pathway D E (a (σ 0)) (a (σ 1)) (a (σ 2)) (ω (σ 0)) (ω (σ 2))
```

The hyperpolarizability β_abc(−(u+v); u, v) is this sum for input frequencies u, v and output entry −(u+v), so its three frequencies add to zero.

```lean
/-- First hyperpolarizability `β_abc(-(u+v); u, v)` for input frequencies `u` and `v`.
Its domain is that no excitation energy equals plus or minus `u`, `v` or `u + v`. -/
def beta (D : Fin 3 → Matrix (Option ι) (Option ι) ℂ) (E : ι → ℝ)
    (a b c : Fin 3) (u v : ℝ) : ℂ :=
  sos D E ![a, b, c] ![-(u + v), u, v]
```

"Lossless" means that the denominators contain no damping, so the formula describes a response away from resonance: no E_n may equal plus or minus one of the frequencies. Numerical prefactors that depend on the field convention are left out, as are vibrations and local fields. Parts (a) to (d) need neither Hermitian dipole matrices nor positive energies.

Kleinman symmetry means that the axes may be permuted while the frequencies stay in place. Some calculations use it to reduce the number of tensor components; the one-excited-state, undamped model below tests that step at finite frequency.

## (a) Permuting axes and frequencies together

Show that for every permutation τ and any three frequencies

S(a∘τ; ω∘τ) = S(a; ω)

**Solution.** The term σ on the left uses the axes a(τ(σ(k))) and the frequencies ω(τ(σ(k))), so it is the term τσ on the right. As σ runs through the six permutations, τσ does too, and the sums agree.

`Fintype.sum_equiv` states this argument in general: two finite sums are equal if a bijection matches their terms. The bijection is `Equiv.mulLeft τ`, which sends σ to τσ. A product of permutations is their composition by definition, so `rfl` matches the terms. Multiplication on the right would give στ, which is the wrong term in general.

```lean
/-- The sum over states is unchanged when axes and frequencies are permuted together. -/
theorem sos_perm (D : Fin 3 → Matrix (Option ι) (Option ι) ℂ) (E : ι → ℝ)
    (a : Fin 3 → Fin 3) (ω : Fin 3 → ℝ) (τ : Equiv.Perm (Fin 3)) :
    sos D E (a ∘ τ) (ω ∘ τ) = sos D E a ω := by
  -- Multiplication by `τ` only relabels the six orderings.
  exact Fintype.sum_equiv (Equiv.mulLeft τ) _ _ (fun _ => rfl)
```

## (b) Zero frequency

Show that the axes alone may be permuted in the static sum:

S(a∘τ; 0) = S(a; 0)

**Solution.** Set ω = 0 in (a). Permuting three zeros changes nothing, so only the permutation of the axes remains.

```lean
/-- At zero frequency the sum over states is symmetric under every permutation of the axes
alone. -/
theorem static_kleinman (D : Fin 3 → Matrix (Option ι) (Option ι) ℂ) (E : ι → ℝ)
    (a : Fin 3 → Fin 3) (τ : Equiv.Perm (Fin 3)) :
    sos D E (a ∘ τ) 0 = sos D E a 0 :=
  sos_perm D E a 0 τ
```

## (c) The six orderings

Write β_abc(−(u+v); u, v) without the sum over permutations:

β_abc = P(a,b,c; −(u+v),v) + P(b,a,c; u,v) + P(c,b,a; v,−(u+v)) + P(a,c,b; −(u+v),u) + P(b,c,a; u,−(u+v)) + P(c,a,b; v,u)

**Solution.** The pairs are (a, −(u+v)), (b, u) and (c, v). Write them in all six orders, and read p from the first pair and q from the last.

In the proof, `hU` lists the six permutations and `decide` checks the list. Repeated `sum_insert` then splits off one term at a time.

```lean
/-- The hyperpolarizability written out as its six orderings. -/
theorem beta_expand (D : Fin 3 → Matrix (Option ι) (Option ι) ℂ) (E : ι → ℝ)
    (a b c : Fin 3) (u v : ℝ) :
    beta D E a b c u v =
      pathway D E a b c (-(u + v)) v + pathway D E b a c u v +
      pathway D E c b a v (-(u + v)) + pathway D E a c b (-(u + v)) u +
      pathway D E b c a u (-(u + v)) + pathway D E c a b v u := by
  have hU : (univ : Finset (Equiv.Perm (Fin 3))) =
      {1, Equiv.swap 0 1, Equiv.swap 0 2, Equiv.swap 1 2,
        Equiv.swap 0 1 * Equiv.swap 1 2, Equiv.swap 1 2 * Equiv.swap 0 1} := by decide
  unfold beta sos
  rw [hU, sum_insert, sum_insert, sum_insert, sum_insert, sum_insert, sum_singleton]
  · simp only [add_assoc]
    rfl
  all_goals decide
```

## (d) Exchanging fields

Show that the two inputs may be exchanged, and also the output and the first input, if each axis keeps its frequency:

β_acb(−(u+v); v, u) = β_abc(−(u+v); u, v)

β_bac(u; −(u+v), v) = β_abc(−(u+v); u, v)

**Solution.** The first exchange leaves the set of three pairs unchanged, so the six terms of (c) only change their order. In the second, the new inputs are −(u+v) and v, and the new output entry is

−(−(u+v) + v) = u

Again the three pairs are the old ones. The proof expands both sides by (c), and `ring` compares the sums.

```lean
/-- The two input fields may be exchanged with their axes, and so may the output field and the
first input field. -/
theorem beta_exchange (D : Fin 3 → Matrix (Option ι) (Option ι) ℂ) (E : ι → ℝ)
    (a b c : Fin 3) (u v : ℝ) :
    beta D E a c b v u = beta D E a b c u v ∧
      beta D E b a c (-(u + v)) v = beta D E a b c u v := by
  constructor
  · rw [beta_expand, beta_expand, add_comm v u]
    ring
  · -- The frequencies add to zero, so the new output frequency is the old input `u`.
    have h : -(-(u + v) + v) = u := by ring
    rw [beta_expand, beta_expand, h]
    ring
```

## A molecule with one excited state

The excited state has excitation energy E. The real transition dipole t lies along x. The moment along y is g in the ground state and g + d in the excited state. Symmetry can enforce this geometry, for example in a C2v molecule with y as its twofold axis, a totally symmetric ground state and an excited state that transforms like x.

```lean
/-- Dipole operator of a molecule with one excited state: transition dipole `t` along `x`
(axis 0), and along `y` (axis 1) the moment `g` in the ground and `g + d` in the excited state. -/
def twoState (t g d : ℝ) : Fin 3 → Matrix (Option Unit) (Option Unit) ℂ :=
  ![Matrix.of fun p q => if p = q then 0 else (t : ℂ),
    Matrix.of fun p q => if p = q then (if p = none then (g : ℂ) else g + d) else 0,
    0]
```

## (e) Two second-harmonic components

For u = v = w and 0 ≤ w < E/2, show that

β_xxy = 2t²d (E² + 2w²) / ((E² − w²)(E² − 4w²))

β_yxx = 2t²d / (E² − w²)

**Solution.** The only element of μ̄ that can be non-zero is μ̄^y = (g + d) − g = d, so only orderings with y in the middle can contribute (`h1`, `h2`). For xxy, the two x axes carry −2w and w:

β_xxy = t²d / ((E − 2w)(E − w)) + t²d / ((E + w)(E + 2w))

Over the common denominator the numerator is

t²d [(E + w)(E + 2w) + (E − 2w)(E − w)] = t²d (2E² + 4w²)

For yxx, both x axes carry w, and the two surviving terms are each t²d / ((E + w)(E − w)).

If both x axes are given the frequency w in xxy as well, the two components come out equal and the effect disappears. One of those x axes belongs to the output.

In the proof, `n1` to `n4` show that the denominators are non-zero, and `field_simp` and `ring` add the fractions.

```lean
/-- Second-harmonic components `xxy` and `yxx` of the two-state molecule with excitation
energy `E`, for `0 ≤ w < E/2`. -/
theorem twoState_beta (t g d E w : ℝ) (hw : 0 ≤ w) (hE : 2 * w < E) :
    beta (twoState t g d) (fun _ => E) 0 0 1 w w =
        ((2 * t ^ 2 * d * (E ^ 2 + 2 * w ^ 2) /
          ((E ^ 2 - w ^ 2) * (E ^ 2 - 4 * w ^ 2)) : ℝ) : ℂ) ∧
      beta (twoState t g d) (fun _ => E) 1 0 0 w w =
        ((2 * t ^ 2 * d / (E ^ 2 - w ^ 2) : ℝ) : ℂ) := by
  -- Only orderings with the dipole change in the middle survive.
  have h1 : ∀ p q : ℝ, pathway (twoState t g d) (fun _ => E) 0 1 0 p q =
      ((t ^ 2 * d / ((E + p) * (E - q)) : ℝ) : ℂ) := by
    intro p q
    simp [pathway, mubar, twoState]
    ring
  have h2 : ∀ (a c : Fin 3) (p q : ℝ),
      pathway (twoState t g d) (fun _ => E) a 0 c p q = 0 := by
    intro a c p q
    simp [pathway, mubar, twoState]
  have n1 : E - w ≠ 0 := by linarith
  have n2 : E + w ≠ 0 := by linarith
  have n3 : E - 2 * w ≠ 0 := by linarith
  have n4 : E + 2 * w ≠ 0 := by linarith
  have e1 : E + -(w + w) = E - 2 * w := by ring
  have e2 : E - -(w + w) = E + 2 * w := by ring
  have e3 : E ^ 2 - w ^ 2 = (E - w) * (E + w) := by ring
  have e4 : E ^ 2 - 4 * w ^ 2 = (E - 2 * w) * (E + 2 * w) := by ring
  constructor
  · rw [beta_expand]
    simp only [h1, h2, zero_add, add_zero]
    rw [← Complex.ofReal_add, Complex.ofReal_inj, e1, e2, e3, e4]
    field_simp
    ring
  · rw [beta_expand]
    simp only [h1, h2, zero_add, add_zero]
    rw [← Complex.ofReal_add, Complex.ofReal_inj, e3, mul_comm (E + w) (E - w)]
    ring
```

## (f) Their ratio

For t ≠ 0, d ≠ 0 and 0 ≤ w < E/2, show that

β_xxy / β_yxx = (E² + 2w²) / (E² − 4w²)

**Solution.** Divide the results of (e). The common factor 2t²d/(E² − w²) is non-zero (`hne`) and cancels. For E = 1 the ratio is (1 + 2w²)/(1 − 4w²).

```lean
/-- For non-zero transition dipole and dipole change and `0 ≤ w < E/2`, the second-harmonic
components have the ratio `β_xxy / β_yxx = (E² + 2w²) / (E² - 4w²)`. -/
theorem kleinman_ratio (t g d E w : ℝ) (ht : t ≠ 0) (hd : d ≠ 0)
    (hw : 0 ≤ w) (hE : 2 * w < E) :
    beta (twoState t g d) (fun _ => E) 0 0 1 w w /
        beta (twoState t g d) (fun _ => E) 1 0 0 w w =
      (((E ^ 2 + 2 * w ^ 2) / (E ^ 2 - 4 * w ^ 2) : ℝ) : ℂ) := by
  obtain ⟨hx, hy⟩ := twoState_beta t g d E w hw hE
  have hP : 0 < E ^ 2 - w ^ 2 := by
    nlinarith [mul_pos (show 0 < E - w by linarith) (show 0 < E + w by linarith)]
  have hne : 2 * t ^ 2 * d / (E ^ 2 - w ^ 2) ≠ 0 :=
    div_ne_zero (mul_ne_zero (mul_ne_zero two_ne_zero (pow_ne_zero 2 ht)) hd) hP.ne'
  rw [hx, hy, ← Complex.ofReal_div, Complex.ofReal_inj, div_eq_iff hne, div_mul_div_comm]
  congr 1 <;> ring
```

## (g) Kleinman symmetry at finite frequency

For t ≠ 0, d ≠ 0 and 0 < w < E/2, show that

β_xxy ≠ β_yxx

**Solution.** By (e), β_yxx is non-zero. If the components were equal, their ratio would be one, so E² + 2w² = E² − 4w² and 6w² = 0, which contradicts w > 0. At w = 0 the components do agree, as (b) requires.

The proof obtains β_yxx ≠ 0 from the positive ratio instead, because division by zero gives zero in Lean.

```lean
/-- Kleinman symmetry fails in the two-state molecule: for non-zero transition dipole and
dipole change and `0 < w < E/2`, the components `xxy` and `yxx` differ. -/
theorem kleinman_fails (t g d E w : ℝ) (ht : t ≠ 0) (hd : d ≠ 0)
    (hw : 0 < w) (hE : 2 * w < E) :
    beta (twoState t g d) (fun _ => E) 0 0 1 w w ≠
      beta (twoState t g d) (fun _ => E) 1 0 0 w w := by
  intro h
  have r := kleinman_ratio t g d E w ht hd hw.le hE
  have hQ : 0 < E ^ 2 - 4 * w ^ 2 := by
    nlinarith [mul_pos (show 0 < E - 2 * w by linarith) (show 0 < E + 2 * w by linarith)]
  have hR : 0 < (E ^ 2 + 2 * w ^ 2) / (E ^ 2 - 4 * w ^ 2) := by positivity
  -- The ratio is non-zero, so the denominator `β_yxx` is non-zero and the ratio would be one.
  have hne : beta (twoState t g d) (fun _ => E) 1 0 0 w w ≠ 0 := by
    intro h0
    rw [h0, div_zero] at r
    exact hR.ne (Complex.ofReal_injective (by rw [Complex.ofReal_zero]; exact r))
  rw [h, div_self hne] at r
  have r' : (1 : ℝ) = (E ^ 2 + 2 * w ^ 2) / (E ^ 2 - 4 * w ^ 2) :=
    Complex.ofReal_injective (by rw [Complex.ofReal_one]; exact r)
  rw [eq_div_iff hQ.ne'] at r'
  linarith [pow_pos hw 2]

end

end SumOverStatesBeta
```

```lean
#print axioms SumOverStatesBeta.static_kleinman
#print axioms SumOverStatesBeta.beta_exchange
#print axioms SumOverStatesBeta.twoState_beta
#print axioms SumOverStatesBeta.kleinman_fails
```

```
'SumOverStatesBeta.static_kleinman' depends on axioms: [propext, Classical.choice, Quot.sound]
'SumOverStatesBeta.beta_exchange' depends on axioms: [propext, Classical.choice, Quot.sound]
'SumOverStatesBeta.twoState_beta' depends on axioms: [propext, Classical.choice, Quot.sound]
'SumOverStatesBeta.kleinman_fails' depends on axioms: [propext, Classical.choice, Quot.sound]
```
